# Hadamard's determinant inequality and the overlap of normalised orbitals

A positive definite Hermitian matrix $A$ of finite size satisfies $\det A\le\prod_i A_{ii}$, with equality exactly when $A$ is diagonal. Consequently, finitely many normalised, linearly independent orbitals have an overlap determinant in $(0,1]$, and the value 1 occurs exactly when they are orthonormal.

## Overlap as a measure of independence

For orbitals $\varphi_i$, the overlap matrix is $S_{ij}=\langle\varphi_i,\varphi_j\rangle$. For a finite set of spin orbitals, $\det S$ is the squared norm of the single Slater determinant built from them with the usual factorial prefactor, a standard identity that the file neither states nor uses.

## From eigenvalues to the determinant bound

Let $x_1,\dots,x_N$ be positive numbers with $\sum_i x_i=N$. Since $\log x\le x-1$,
$$\log\prod_i x_i=\sum_i\log x_i\le\sum_i(x_i-1)=0,$$
so $\prod_i x_i\le1$. If the product is 1, the two sums are equal, hence equal term by term. As $\log x=x-1$ only at $x=1$, every $x_i$ is 1.

Let $B$ be positive definite with unit diagonal. Its eigenvalues are positive and sum to $\operatorname{tr}B=N$, so their product $\det B$ is at most 1. If $\det B=1$, all eigenvalues are 1 and diagonalisation gives $B=I$.

For general $A$ the diagonal entries are positive. Set $c_i=A_{ii}^{-1/2}$, $D=\operatorname{diag}(c_i)$ and $B=DAD$. Then $B_{ij}=c_iA_{ij}c_j$, so $B$ has unit diagonal, and it is positive definite because $D$ is Hermitian and invertible. Moreover
$$\det A=\det B\,\prod_i A_{ii}\le\prod_i A_{ii}.$$
Equality forces $\det B=1$, hence $B=I$ and $A_{ij}=0$ for $i\ne j$. Conversely, the determinant of a diagonal matrix is the product of its diagonal entries.

## Application to orbitals

For coefficients $x_j$, put $\psi=\sum_jx_j\varphi_j$. Then $(Sx)_i=\langle\varphi_i,\psi\rangle$, and
$$x^\dagger Sx=\sum_i\overline{x_i}\langle\varphi_i,\psi\rangle=\langle\psi,\psi\rangle=\|\psi\|^2.$$
If the orbitals are independent, this is positive for $x\ne0$, so $S$ is positive definite and $\det S>0$. Conversely, suppose $\det S>0$ and $\psi=0$. Then $Sx=0$, and invertibility gives $x=0$.

Now let the orbitals be both independent and normalised. Then $S$ is positive definite with $S_{ii}=1$, so Hadamard's inequality gives $\det S\le1$, with equality exactly when $\langle\varphi_i,\varphi_j\rangle=0$ for all $i\ne j$. For two normalised orbitals with $s=\langle\varphi_0,\varphi_1\rangle$,
$$\det S=1\cdot1-s\bar s=1-|s|^2.$$
This formula also covers dependent orbitals, for which $|s|=1$.

## Reading the Lean statements

The finite type `n` labels the orbitals, and `E` is a complex inner product space, possibly infinite-dimensional. The inner product is conjugate-linear in its first argument. `A.PosDef` includes Hermiticity. With `ComplexOrder`, comparable complex numbers have equal imaginary parts, so `0 < (overlap φ).det` also says that the determinant is real.

In `overlap_det_bounds`, `hφ` assumes linear independence and `hn` assumes unit norms. The equivalence `linearIndependent_iff_overlap_det_pos` needs no normalisation. The theorems concern exact overlaps and give no estimate of rounding errors in a nearly dependent basis.

## The complete file

```lean
import Mathlib

open Matrix
open scoped ComplexOrder

namespace HadamardOverlap

noncomputable section

variable {n : Type*} [Fintype n] [DecidableEq n]
variable {E : Type*} [NormedAddCommGroup E] [InnerProductSpace ℂ E]

omit [DecidableEq n] in
/-- Positive levels whose sum equals their number have product at most one, and the product
is one only if every level is one. -/
theorem prod_levels_le_one (x : n → ℝ) (hx : ∀ i, 0 < x i)
    (hs : ∑ i, x i = Fintype.card n) :
    ∏ i, x i ≤ 1 ∧ (∏ i, x i = 1 → ∀ i, x i = 1) := by
  have hle : ∀ i ∈ Finset.univ, Real.log (x i) ≤ x i - 1 :=
    fun i _ => Real.log_le_sub_one_of_pos (hx i)
  have h0 : ∑ i, (x i - 1) = 0 := by simp [Finset.sum_sub_distrib, hs]
  have hlog : Real.log (∏ i, x i) = ∑ i, Real.log (x i) := by
    rw [Real.log_prod]
    intro i _
    exact (hx i).ne'
  constructor
  · have h := Finset.sum_le_sum hle
    rw [h0, ← hlog] at h
    by_contra hc
    have := Real.log_pos (not_le.mp hc)
    linarith
  · intro h1 i
    rw [h1, Real.log_one] at hlog
    -- equal sums of termwise ordered quantities force termwise equality
    have he := (Finset.sum_eq_sum_iff_of_le hle).1 (by rw [h0, ← hlog]) i (Finset.mem_univ i)
    by_contra hne
    exact (Real.log_lt_sub_one_of_pos (hx i) hne).ne he

/-- A positive definite matrix with unit diagonal has determinant at most one, and the
determinant is one only for the identity matrix. -/
theorem det_le_one_of_unit_diagonal {A : Matrix n n ℂ} (hA : A.PosDef)
    (hd : ∀ i, A i i = 1) : A.det ≤ 1 ∧ (A.det = 1 → A = 1) := by
  have hH := hA.isHermitian
  -- the trace fixes the sum of the eigenvalues
  have hs : ∑ i, hH.eigenvalues i = Fintype.card n := by
    have h := hH.trace_eq_sum_eigenvalues
    have ht : A.trace = (Fintype.card n : ℂ) := by simp [Matrix.trace, hd]
    rw [ht] at h
    have h' : ((∑ i, hH.eigenvalues i : ℝ) : ℂ) = ((Fintype.card n : ℝ) : ℂ) := by
      push_cast
      exact h.symm
    exact Complex.ofReal_injective h'
  have hdet : A.det = ((∏ i, hH.eigenvalues i : ℝ) : ℂ) := by
    push_cast
    exact hH.det_eq_prod_eigenvalues
  obtain ⟨h1, h2⟩ := prod_levels_le_one hH.eigenvalues (fun i => hA.eigenvalues_pos i) hs
  refine ⟨by rw [hdet]; exact_mod_cast h1, fun h => ?_⟩
  rw [hdet] at h
  have he := h2 (by exact_mod_cast h)
  have hsp := hH.spectral_theorem
  have hD : Matrix.diagonal (RCLike.ofReal ∘ hH.eigenvalues) = (1 : Matrix n n ℂ) := by
    ext i j
    simp [Matrix.diagonal, Matrix.one_apply, he]
  rw [hD] at hsp
  simpa using hsp

/-- Hadamard's inequality: the determinant of a positive definite Hermitian matrix is at most
the product of its diagonal entries, with equality exactly when the matrix is diagonal. -/
theorem hadamard_inequality {A : Matrix n n ℂ} (hA : A.PosDef) :
    A.det ≤ ∏ i, A i i ∧ (A.det = ∏ i, A i i ↔ ∀ i j, i ≠ j → A i j = 0) := by
  have hpos : ∀ i, 0 < A i i := fun i => hA.diag_pos
  have ha : ∀ i, 0 < (A i i).re := fun i => (Complex.lt_def.1 (hpos i)).1
  have haA : ∀ i, A i i = ((A i i).re : ℂ) := fun i =>
    Complex.ext (by simp) (by simpa using (Complex.lt_def.1 (hpos i)).2.symm)
  -- scale factors that bring every diagonal entry to one
  have hex : ∀ i, ∃ c : ℝ, 0 < c ∧ c * c * (A i i).re = 1 := fun i =>
    ⟨(√(A i i).re)⁻¹, inv_pos.2 (Real.sqrt_pos.2 (ha i)), by
      rw [← mul_inv, Real.mul_self_sqrt (ha i).le, inv_mul_cancel₀ (ha i).ne']⟩
  choose c hc hca using hex
  have hone : ∀ i, (c i : ℂ) * c i * A i i = 1 := fun i => by
    rw [haA i]
    exact_mod_cast hca i
  obtain ⟨D, hD⟩ : ∃ D : Matrix n n ℂ, D = Matrix.diagonal (fun i => (c i : ℂ)) := ⟨_, rfl⟩
  have hDH : Dᴴ = D := by
    rw [hD, Matrix.diagonal_conjTranspose]
    congr 1
    funext i
    exact Complex.conj_ofReal _
  have hinj : Function.Injective D.mulVec := by
    intro x y h
    funext i
    have h' := congrFun h i
    simp only [hD, Matrix.mulVec_diagonal] at h'
    exact mul_left_cancel₀ (Complex.ofReal_ne_zero.2 (hc i).ne') h'
  have hB : (D * A * D).PosDef := by
    have h : (Dᴴ * A * D).PosDef := hA.conjTranspose_mul_mul_same hinj
    rwa [hDH] at h
  have hent : ∀ i j, (D * A * D) i j = c i * A i j * c j := by
    intro i j
    rw [hD, Matrix.mul_diagonal, Matrix.diagonal_mul]
  obtain ⟨h1, h2⟩ := det_le_one_of_unit_diagonal hB (fun i => by
    rw [hent]
    linear_combination hone i)
  have hprod : D.det * D.det * ∏ i, A i i = 1 := by
    rw [hD, Matrix.det_diagonal, ← Finset.prod_mul_distrib, ← Finset.prod_mul_distrib]
    exact Finset.prod_eq_one fun i _ => hone i
  -- undo the scaling in the determinant
  have hkey : A.det = (D * A * D).det * ∏ i, A i i := by
    rw [Matrix.det_mul, Matrix.det_mul]
    linear_combination (-A.det) * hprod
  have hP : 0 < ∏ i, A i i := Finset.prod_pos fun i _ => hpos i
  refine ⟨?_, fun h i j hij => ?_, fun h => ?_⟩
  · calc A.det = (D * A * D).det * ∏ i, A i i := hkey
      _ ≤ 1 * ∏ i, A i i := mul_le_mul_of_nonneg_right h1 hP.le
      _ = ∏ i, A i i := one_mul _
  · have hB1 : (D * A * D).det = 1 :=
      mul_right_cancel₀ hP.ne' (by rw [one_mul, ← hkey, h])
    have e := hent i j
    rw [h2 hB1, Matrix.one_apply_ne hij] at e
    simpa [(hc i).ne', (hc j).ne'] using e.symm
  · have hdiag : A = Matrix.diagonal (fun i => A i i) := by
      ext i j
      by_cases hij : i = j
      · subst hij
        simp
      · simp [hij, h i j hij]
    exact (congrArg Matrix.det hdiag).trans Matrix.det_diagonal

/-- The overlap matrix of a family of orbitals, with entries `⟨φ i, φ j⟩`. -/
def overlap {n : Type*} (φ : n → E) : Matrix n n ℂ :=
  Matrix.of fun i j => inner ℂ (φ i) (φ j)

omit [DecidableEq n] in
/-- The overlap matrix applied to expansion coefficients gives the inner products of the
orbitals with the expanded state. -/
theorem overlap_mulVec (φ : n → E) (x : n → ℂ) (i : n) :
    (overlap φ *ᵥ x) i = inner ℂ (φ i) (∑ j, x j • φ j) := by
  simp [overlap, Matrix.mulVec, dotProduct, mul_comm]

omit [DecidableEq n] in
/-- The overlap matrix of linearly independent orbitals is positive definite. -/
theorem overlap_posDef {φ : n → E} (hφ : LinearIndependent ℂ φ) : (overlap φ).PosDef := by
  rw [Matrix.posDef_iff_dotProduct_mulVec]
  refine ⟨Matrix.IsHermitian.ext fun i j => inner_conj_symm _ _, ?_⟩
  intro x hx
  -- the quadratic form is the squared norm of the expanded state
  have hq : star x ⬝ᵥ overlap φ *ᵥ x = ((‖∑ j, x j • φ j‖ ^ 2 : ℝ) : ℂ) := by
    calc star x ⬝ᵥ overlap φ *ᵥ x
        = ∑ i, star (x i) * inner ℂ (φ i) (∑ j, x j • φ j) := by
          simp only [dotProduct, overlap_mulVec, Pi.star_apply]
      _ = inner ℂ (∑ j, x j • φ j) (∑ j, x j • φ j) := by
          rw [sum_inner]
          exact Finset.sum_congr rfl fun i _ => (inner_smul_left _ _ _).symm
      _ = _ := (inner_self_eq_norm_sq_to_K _).trans (Complex.ofReal_pow _ _).symm
  have hne : ∑ j, x j • φ j ≠ 0 := fun h =>
    hx (funext (Fintype.linearIndependent_iff.1 hφ x h))
  rw [hq]
  exact_mod_cast pow_pos (norm_pos_iff.2 hne) 2

/-- Orbitals are linearly independent exactly when their overlap determinant is positive. -/
theorem linearIndependent_iff_overlap_det_pos (φ : n → E) :
    LinearIndependent ℂ φ ↔ 0 < (overlap φ).det := by
  refine ⟨fun h => (overlap_posDef h).det_pos, fun h => ?_⟩
  refine Fintype.linearIndependent_iff.2 fun x hx i => ?_
  have h0 : overlap φ *ᵥ x = 0 := by
    funext k
    simp [overlap_mulVec, hx]
  exact congrFun (Matrix.eq_zero_of_mulVec_eq_zero h.ne' h0) i

/-- Normalized linearly independent orbitals have an overlap determinant in `(0, 1]`, equal to
one exactly when the orbitals are orthonormal. -/
theorem overlap_det_bounds {φ : n → E} (hφ : LinearIndependent ℂ φ) (hn : ∀ i, ‖φ i‖ = 1) :
    0 < (overlap φ).det ∧ (overlap φ).det ≤ 1 ∧
      ((overlap φ).det = 1 ↔ Orthonormal ℂ φ) := by
  have hP : ∏ i, overlap φ i i = 1 := Finset.prod_eq_one fun i _ =>
    (inner_self_eq_norm_sq_to_K (𝕜 := ℂ) (φ i)).trans (by simp [hn i])
  obtain ⟨h1, h2⟩ := hadamard_inequality (overlap_posDef hφ)
  rw [hP] at h1 h2
  exact ⟨(overlap_posDef hφ).det_pos, h1, h2.trans
    ⟨fun h => ⟨hn, fun i j hij => h i j hij⟩, fun h i j hij => h.2 hij⟩⟩

/-- For two normalized orbitals the overlap determinant is one minus the squared modulus of
their mutual overlap. -/
theorem overlap_det_two (φ : Fin 2 → E) (hn : ∀ i, ‖φ i‖ = 1) :
    (overlap φ).det = ((1 - ‖inner ℂ (φ 0) (φ 1)‖ ^ 2 : ℝ) : ℂ) := by
  have hd : ∀ i, overlap φ i i = 1 := fun i =>
    (inner_self_eq_norm_sq_to_K (𝕜 := ℂ) (φ i)).trans (by simp [hn i])
  have h : overlap φ 0 1 * overlap φ 1 0 = ((‖inner ℂ (φ 0) (φ 1)‖ ^ 2 : ℝ) : ℂ) := by
    change inner ℂ (φ 0) (φ 1) * inner ℂ (φ 1) (φ 0) = _
    rw [← inner_conj_symm (φ 1) (φ 0), Complex.mul_conj, Complex.normSq_eq_norm_sq]
  rw [Matrix.det_fin_two, hd 0, hd 1, h]
  push_cast
  ring

end

end HadamardOverlap
```

```lean
#print axioms HadamardOverlap.hadamard_inequality
#print axioms HadamardOverlap.linearIndependent_iff_overlap_det_pos
#print axioms HadamardOverlap.overlap_det_bounds
#print axioms HadamardOverlap.overlap_det_two
```

```
'HadamardOverlap.hadamard_inequality' depends on axioms: [propext, Classical.choice, Quot.sound]
'HadamardOverlap.linearIndependent_iff_overlap_det_pos' depends on axioms: [propext, Classical.choice, Quot.sound]
'HadamardOverlap.overlap_det_bounds' depends on axioms: [propext, Classical.choice, Quot.sound]
'HadamardOverlap.overlap_det_two' depends on axioms: [propext, Classical.choice, Quot.sound]
```

## How the proof follows the derivation

`prod_levels_le_one` sums the logarithmic bound. Its equality part uses `Finset.sum_eq_sum_iff_of_le` to pass from equal sums to equal terms. `det_le_one_of_unit_diagonal` applies this to the eigenvalues, using the trace and determinant formulas; `spectral_theorem` then turns unit eigenvalues into the identity matrix.

In `hadamard_inequality`, `choose` collects the scale factors $c_i$. The statement `hB` establishes positive definiteness of $DAD$, `hent` gives its entries, and `hkey` undoes the scaling in the determinant. The final three goals are the inequality and the two directions of its equality case.

`overlap_mulVec` computes $Sx$, and `overlap_posDef` identifies the quadratic form with $\|\psi\|^2$ in `hq`. `linearIndependent_iff_overlap_det_pos` obtains the converse from `Matrix.eq_zero_of_mulVec_eq_zero`. `overlap_det_bounds` sets the diagonal product to 1 in Hadamard's inequality and translates vanishing off-diagonal entries into `Orthonormal`. Finally, `overlap_det_two` expands the $2\times2$ determinant and uses conjugate symmetry to obtain $|s|^2$.
